# For unitary U and V, U ⊗ V is a real rotation in the magic basis exactly when det U · det V = 1

**Q:** Before I judge any theorem, tell me what the symbols mean. What is the physical situation, and which basis do you use?

**A:** Two spins one-half are acted on separately, the first by $U$ and the second by $V$. The joint operation is $U\otimes V$, and we ask what its matrix looks like in a particular basis of maximally entangled states.

Write $e_{ij}$ for the product state with the first spin in state $i$ and the second in state $j$, where $i,j\in\{0,1\}$. In Lean this is `ket i j`, a vector indexed by pairs in `Fin 2 × Fin 2`.

```lean
import Mathlib

open Matrix
open scoped Kronecker

namespace MagicBasis

noncomputable section

/-- The two-qubit basis vector `e_ij`. -/
def ket (i j : Fin 2) : Fin 2 × Fin 2 → ℂ := Pi.single (i, j) 1
```

The magic basis consists of the columns, numbered 0 to 3, of

$$Q=\tfrac{1}{\sqrt2}\bigl(e_{00}+e_{11},\; i(e_{00}-e_{11}),\; i(e_{01}+e_{10}),\; e_{01}-e_{10}\bigr).$$

The code first lists the columns without the factor $1/\sqrt2$, as `bellColumns`, and then rescales them to obtain `magic`, which is $Q$. Other texts order the vectors or choose their phases differently.

```lean
/-- The matrix whose columns are the magic vectors before normalisation:
`e00 + e11`, `i(e00 - e11)`, `i(e01 + e10)`, `e01 - e10`. -/
def bellColumns : Matrix (Fin 2 × Fin 2) (Fin 4) ℂ :=
  Matrix.of fun p k =>
    (![ket 0 0 + ket 1 1, Complex.I • (ket 0 0 - ket 1 1),
       Complex.I • (ket 0 1 + ket 1 0), ket 0 1 - ket 1 0] k) p

/-- The magic basis `Q`: the four columns above, each divided by `√2`. -/
def magic : Matrix (Fin 2 × Fin 2) (Fin 4) ℂ :=
  (((Real.sqrt 2)⁻¹ : ℝ) : ℂ) • bellColumns
```

We also need the antisymmetric matrix $\varepsilon$, with $\varepsilon_{01}=1$ and $\varepsilon_{10}=-1$, which is $i\sigma_y$ in Pauli notation. The object of study is $W=Q^\dagger(U\otimes V)Q$, called `inMagic U V`. It is defined for arbitrary complex 2 by 2 matrices, so unitarity will appear as an explicit hypothesis.

```lean
/-- The antisymmetric matrix `ε` of a single spin one-half. -/
def epsilon : Matrix (Fin 2) (Fin 2) ℂ := !![0, 1; -1, 0]

/-- The local operation `U ⊗ V` written in the magic basis, `Q† (U ⊗ V) Q`. -/
def inMagic (U V : Matrix (Fin 2) (Fin 2) ℂ) : Matrix (Fin 4) (Fin 4) ℂ :=
  magicᴴ * (U ⊗ₖ V) * magic
```

**Q:** You call $Q$ a basis change. Is that assumed or shown?

**A:** Shown. The first two columns involve only $e_{00}$ and $e_{11}$, the last two only $e_{01}$ and $e_{10}$. Within each pair the inner product is proportional to $1-1=0$, and each column has squared norm $\tfrac12(1+1)=1$. Four orthonormal vectors in four dimensions are complete, so $Q^\dagger Q=1$ and $QQ^\dagger=1$.

Lean checks both products entry by entry: `fin_cases` runs through the indices and `simp` evaluates the sums. The unnormalised columns give $2\cdot 1$, and `norm_factor` supplies the missing $\tfrac12$.

```lean
/-- The squared normalisation factor of the magic basis is one half. -/
lemma norm_factor :
    (((Real.sqrt 2)⁻¹ : ℝ) : ℂ) * (((Real.sqrt 2)⁻¹ : ℝ) : ℂ) * 2 = 1 := by
  have h : (Real.sqrt 2)⁻¹ * (Real.sqrt 2)⁻¹ * 2 = (1 : ℝ) := by
    rw [← mul_inv, Real.mul_self_sqrt (by norm_num)]
    norm_num
  exact_mod_cast h

/-- The magic basis is orthonormal and complete: `Q† Q = 1` and `Q Q† = 1`. -/
theorem magic_unitary : magicᴴ * magic = 1 ∧ magic * magicᴴ = 1 := by
  have hs : star (((Real.sqrt 2)⁻¹ : ℝ) : ℂ) = (((Real.sqrt 2)⁻¹ : ℝ) : ℂ) :=
    Complex.conj_ofReal _
  have h1 : bellColumnsᴴ * bellColumns = (2 : ℂ) • 1 := by
    ext i j
    fin_cases i <;> fin_cases j <;>
      simp [bellColumns, ket, Matrix.mul_apply, Fintype.sum_prod_type,
        Fin.sum_univ_two, Pi.single_apply] <;> norm_num
  have h2 : bellColumns * bellColumnsᴴ = (2 : ℂ) • 1 := by
    ext ⟨a, b⟩ ⟨c, d⟩
    fin_cases a <;> fin_cases b <;> fin_cases c <;> fin_cases d <;>
      simp [bellColumns, ket, Matrix.mul_apply, Fin.sum_univ_four,
        Pi.single_apply] <;> norm_num
  constructor
  · rw [magic, conjTranspose_smul, hs, Matrix.smul_mul, Matrix.mul_smul, h1,
      smul_smul, smul_smul, norm_factor, one_smul]
  · rw [magic, conjTranspose_smul, hs, Matrix.smul_mul, Matrix.mul_smul, h2,
      smul_smul, smul_smul, norm_factor, one_smul]
```

**Q:** A unitary change of basis turns a unitary matrix into another unitary matrix. Where would reality come from?

**A:** From the factors of $i$, which show up in the product of $Q$ with its plain transpose. Summing column times transposed column, the first two columns give

$$\tfrac12(e_{00}+e_{11})(e_{00}+e_{11})^T-\tfrac12(e_{00}-e_{11})(e_{00}-e_{11})^T=e_{00}e_{11}^T+e_{11}e_{00}^T,$$

and the last two give $-e_{01}e_{10}^T-e_{10}e_{01}^T$. The entries of $\varepsilon\otimes\varepsilon$ are $\varepsilon_{ac}\varepsilon_{bd}$ in row $(a,b)$ and column $(c,d)$, and these are the same numbers. Hence $QQ^T=\varepsilon\otimes\varepsilon$, again an entrywise check in Lean.

```lean
/-- The product of `Q` with its plain transpose is the two-spin form `ε ⊗ ε`. -/
theorem magic_mul_transpose : magic * magicᵀ = epsilon ⊗ₖ epsilon := by
  have h : bellColumns * bellColumnsᵀ = (2 : ℂ) • (epsilon ⊗ₖ epsilon) := by
    ext ⟨a, b⟩ ⟨c, d⟩
    fin_cases a <;> fin_cases b <;> fin_cases c <;> fin_cases d <;>
      simp [bellColumns, ket, epsilon, Matrix.mul_apply, Fin.sum_univ_four,
        Pi.single_apply, Matrix.kroneckerMap_apply] <;> norm_num
  rw [magic, transpose_smul, Matrix.smul_mul, Matrix.mul_smul, h,
    smul_smul, smul_smul, norm_factor, one_smul]
```

**Q:** And what does a local operation do to $\varepsilon\otimes\varepsilon$?

**A:** It only rescales it. For any 2 by 2 matrix,

$$(U\varepsilon U^T)_{ij}=U_{i0}U_{j1}-U_{i1}U_{j0}.$$

This vanishes for $i=j$, equals $\det U$ for $(i,j)=(0,1)$ and $-\det U$ for $(1,0)$. So $U\varepsilon U^T=\det(U)\,\varepsilon$. In Lean, `ring` closes the four entries.

```lean
/-- Every 2 by 2 complex matrix preserves `ε` up to its determinant:
`U ε Uᵀ = det(U) ε`. -/
theorem epsilon_covariant (U : Matrix (Fin 2) (Fin 2) ℂ) :
    U * epsilon * Uᵀ = U.det • epsilon := by
  ext i j
  fin_cases i <;> fin_cases j <;>
    simp [epsilon, Matrix.mul_apply, Fin.sum_univ_two, Matrix.det_fin_two] <;> ring
```

Applying this to both factors, and writing $\bar Q$ for the complex conjugate of $Q$, we get

$$WW^T=Q^\dagger(U\otimes V)\,QQ^T\,(U\otimes V)^T\bar Q=\det U\det V\;Q^\dagger QQ^T\bar Q.$$

Since $Q^T\bar Q=(Q^\dagger Q)^T=1$, the result is $WW^T=\det U\det V\cdot 1$. In the Lean proof, `hK` is the rescaling of $QQ^T$, and the `calc` block is the displayed chain.

```lean
/-- In the magic basis, `W = Q† (U ⊗ V) Q` satisfies `W Wᵀ = det(U) det(V) 1`
for all 2 by 2 complex matrices `U` and `V`. -/
theorem inMagic_mul_transpose (U V : Matrix (Fin 2) (Fin 2) ℂ) :
    inMagic U V * (inMagic U V)ᵀ = (U.det * V.det) • 1 := by
  have hT : (U ⊗ₖ V)ᵀ = Uᵀ ⊗ₖ Vᵀ := by
    ext p q
    rfl
  -- the local operation rescales the form `ε ⊗ ε = Q Qᵀ`
  have hK : (U ⊗ₖ V) * (magic * magicᵀ) * (U ⊗ₖ V)ᵀ
      = (U.det * V.det) • (magic * magicᵀ) := by
    rw [magic_mul_transpose, hT, ← Matrix.mul_kronecker_mul,
      ← Matrix.mul_kronecker_mul, epsilon_covariant, epsilon_covariant,
      Matrix.smul_kronecker, Matrix.kronecker_smul, smul_smul]
  calc inMagic U V * (inMagic U V)ᵀ
      = magicᴴ * ((U ⊗ₖ V) * (magic * magicᵀ) * (U ⊗ₖ V)ᵀ) * magicᴴᵀ := by
        simp only [inMagic, transpose_mul, Matrix.mul_assoc]
    _ = (U.det * V.det) • ((magicᴴ * magic) * (magicᴴ * magic)ᵀ) := by
        rw [hK]
        simp only [transpose_mul, Matrix.mul_smul, Matrix.smul_mul, Matrix.mul_assoc]
    _ = (U.det * V.det) • 1 := by
        rw [magic_unitary.1, transpose_one, Matrix.mul_one]
```

**Q:** That holds for all complex matrices, so it cannot yet say that $W$ is real. How does the formal statement express "real"? $W$ has complex entries by type.

**A:** It says that there is a genuinely real matrix $R$, of type `Matrix (Fin 4) (Fin 4) ℝ`, with $RR^T=1$ and $\det R=1$, whose entries, read as complex numbers, are those of $W$. That last part is `inMagic U V = R.map Complex.ofReal`. For unitary $U$ and $V$, the theorem says that such an $R$ exists if and only if $\det U\det V=1$.

Suppose first that $R$ exists. Then $WW^T=1$, and comparison with the previous identity gives $\det U\det V=1$. Lean reads this off from the $(0,0)$ entry.

Now suppose $\det U\det V=1$. Then $WW^T=1$. Unitarity gives

$$WW^\dagger=Q^\dagger(U\otimes V)QQ^\dagger(U\otimes V)^\dagger Q=1.$$

Both $W^T$ and $W^\dagger$ are therefore the inverse of $W$, so they are equal, and every entry equals its own conjugate. This is `hreal`, obtained from `left_inv_eq_right_inv`. Lean takes $R$ to be the entrywise real part of $W$. For the determinant, $W$ is $U\otimes V$ in another basis, so

$$\det W=\det(U\otimes V)=(\det U)^2(\det V)^2=1.$$

```lean
/-- For unitary `U` and `V`, the matrix `Q† (U ⊗ V) Q` is real orthogonal with
determinant one if and only if `det(U) det(V) = 1`. -/
theorem inMagic_rotation_iff {U V : Matrix (Fin 2) (Fin 2) ℂ}
    (hU : U ∈ unitaryGroup (Fin 2) ℂ) (hV : V ∈ unitaryGroup (Fin 2) ℂ) :
    (∃ R : Matrix (Fin 4) (Fin 4) ℝ,
      R * Rᵀ = 1 ∧ R.det = 1 ∧ inMagic U V = R.map Complex.ofReal) ↔
      U.det * V.det = 1 := by
  have hmap : ∀ R : Matrix (Fin 4) (Fin 4) ℝ,
      R.map Complex.ofReal * (R.map Complex.ofReal)ᵀ
        = (R * Rᵀ).map Complex.ofReal := by
    intro R
    ext i j
    simp [Matrix.mul_apply]
  have hWT := inMagic_mul_transpose U V
  constructor
  · rintro ⟨R, hO, -, hR⟩
    rw [hR, hmap, hO, Matrix.map_one _ Complex.ofReal_zero Complex.ofReal_one] at hWT
    have h0 : (1 : ℂ) = U.det * V.det := by
      simpa using congrFun (congrFun hWT 0) 0
    exact h0.symm
  · intro hd
    rw [hd, one_smul] at hWT
    have hKK : (U ⊗ₖ V) * (U ⊗ₖ V)ᴴ = 1 := by
      rw [Matrix.conjTranspose_kronecker, ← Matrix.mul_kronecker_mul,
        ← star_eq_conjTranspose, ← star_eq_conjTranspose,
        mem_unitaryGroup_iff.mp hU, mem_unitaryGroup_iff.mp hV,
        Matrix.one_kronecker_one]
    have hWH : inMagic U V * (inMagic U V)ᴴ = 1 := by
      calc inMagic U V * (inMagic U V)ᴴ
          = magicᴴ * ((U ⊗ₖ V) * (magic * magicᴴ) * (U ⊗ₖ V)ᴴ) * magic := by
            simp only [inMagic, conjTranspose_mul, conjTranspose_conjTranspose,
              Matrix.mul_assoc]
        _ = 1 := by
            rw [magic_unitary.2, Matrix.mul_one, hKK, Matrix.mul_one, magic_unitary.1]
    -- transpose and adjoint are both the inverse, so every entry is real
    have hreal : (inMagic U V)ᵀ = (inMagic U V)ᴴ :=
      left_inv_eq_right_inv (mul_eq_one_comm.mp hWT) hWH
    have hW : inMagic U V = ((inMagic U V).map Complex.re).map Complex.ofReal := by
      ext i j
      exact (Complex.conj_eq_iff_re.mp (congrFun (congrFun hreal j) i).symm).symm
    refine ⟨(inMagic U V).map Complex.re, ?_, ?_, hW⟩
    · apply Matrix.map_injective Complex.ofReal_injective
      change Matrix.map _ Complex.ofReal = Matrix.map _ Complex.ofReal
      rw [← hmap, ← hW, hWT, Matrix.map_one _ Complex.ofReal_zero Complex.ofReal_one]
    · have hdet : (((inMagic U V).map Complex.re).det : ℂ)
          = (((inMagic U V).map Complex.re).map Complex.ofReal).det :=
        Complex.ofRealHom.map_det _
      have hone : (inMagic U V).det = 1 := by
        rw [inMagic, Matrix.det_conj_of_mul_eq_one magic_unitary.1 magic_unitary.2,
          Matrix.det_kronecker, Fintype.card_fin, ← mul_pow, hd, one_pow]
      rw [← hW, hone] at hdet
      exact_mod_cast hdet
```

**Q:** Here is my objection. A global phase has no physical meaning, yet your criterion depends on it. Take $U=\sigma_z$ and $V=1$.

**A:** Then $\det U\det V=-1$, and $W$ is indeed not real: $\sigma_z\otimes1$ sends column 0 to $-i$ times column 1. The gate $i\sigma_z$ is physically the same and has determinant one, and with it the entry becomes $1$. Every 2 by 2 unitary can be given determinant one by a choice of phase, so the criterion selects phases and excludes no physical local gate. With both matrices in SU(2) the condition holds automatically, as the next theorem records.

```lean
/-- For all `U` and `V` in SU(2), the matrix `Q† (U ⊗ V) Q` is real orthogonal
with determinant one. -/
theorem su2_inMagic_rotation (U V : specialUnitaryGroup (Fin 2) ℂ) :
    ∃ R : Matrix (Fin 4) (Fin 4) ℝ,
      R * Rᵀ = 1 ∧ R.det = 1 ∧ inMagic U V = R.map Complex.ofReal := by
  have hU := mem_specialUnitaryGroup_iff.mp U.2
  have hV := mem_specialUnitaryGroup_iff.mp V.2
  exact (inMagic_rotation_iff hU.1 hV.1).mpr (by rw [hU.2, hV.2, one_mul])
```

**Q:** Does the rotation then determine the two spin operations?

**A:** Up to a common sign. Suppose $(U,V)$ and $(U',V')$ in SU(2) give the same $W$. Since $QWQ^\dagger=U\otimes V$, we have $U_{ij}V_{kl}=U'_{ij}V'_{kl}$ for all indices. Multiply by $\overline{V_{0l}}$ with $k=0$ and sum over $l$. Row 0 of $V$ has norm one, so

$$U_{ij}=c\,U'_{ij},\qquad c=\sum_l V'_{0l}\overline{V_{0l}}.$$

Substituting back gives $U'_{ij}(V'_{kl}-cV_{kl})=0$. Multiply the $(i,j)=(0,0)$ equation by $U'_{11}$, the $(1,0)$ equation by $U'_{01}$, and subtract: the prefactor becomes $\det U'=1$, so $V'=cV$. Finally $1=\det U=c^2\det U'=c^2$, hence $c=\pm1$, and $U'=cU$. Conversely, two simultaneous sign changes cancel in $U\otimes V$.

In the code, `key` undoes the basis change and `hk` is the entrywise equation. The facts `e` and `f` are the two proportionalities, and each `linear_combination` lists the multipliers just described.

```lean
/-- Two pairs in SU(2) give the same matrix in the magic basis exactly when they
are equal or differ by a simultaneous change of sign. -/
theorem su2_inMagic_two_to_one (U V U' V' : specialUnitaryGroup (Fin 2) ℂ) :
    inMagic U V = inMagic U' V' ↔
      ((U' : Matrix (Fin 2) (Fin 2) ℂ) = U ∧ (V' : Matrix (Fin 2) (Fin 2) ℂ) = V) ∨
      ((U' : Matrix (Fin 2) (Fin 2) ℂ) = -U ∧
        (V' : Matrix (Fin 2) (Fin 2) ℂ) = -V) := by
  obtain ⟨U, hU⟩ := U
  obtain ⟨V, hV⟩ := V
  obtain ⟨U', hU'⟩ := U'
  obtain ⟨V', hV'⟩ := V'
  change inMagic U V = inMagic U' V' ↔ (U' = U ∧ V' = V) ∨ (U' = -U ∧ V' = -V)
  constructor
  · intro h
    have key : ∀ A B, magic * inMagic A B * magicᴴ = A ⊗ₖ B := by
      intro A B
      calc magic * inMagic A B * magicᴴ
          = (magic * magicᴴ) * (A ⊗ₖ B) * (magic * magicᴴ) := by
            simp only [inMagic, Matrix.mul_assoc]
        _ = A ⊗ₖ B := by rw [magic_unitary.2, Matrix.one_mul, Matrix.mul_one]
    have hK : U ⊗ₖ V = U' ⊗ₖ V' := by rw [← key U V, ← key U' V', h]
    have hk : ∀ i j k l, U i j * V k l = U' i j * V' k l :=
      fun i j k l => congrFun (congrFun hK (i, k)) (j, l)
    have hV0 : V 0 0 * star (V 0 0) + V 0 1 * star (V 0 1) = 1 := by
      have h0 := congrFun (congrFun
        (mem_unitaryGroup_iff.mp (mem_specialUnitaryGroup_iff.mp hV).1) 0) 0
      rw [Matrix.mul_apply, Fin.sum_univ_two, Matrix.one_apply_eq] at h0
      exact h0
    have dU := (mem_specialUnitaryGroup_iff.mp hU).2
    have dU' := (mem_specialUnitaryGroup_iff.mp hU').2
    rw [Matrix.det_fin_two] at dU dU'
    -- the first factors are proportional
    obtain ⟨c, e⟩ : ∃ c : ℂ, ∀ i j, U i j = c * U' i j :=
      ⟨V' 0 0 * star (V 0 0) + V' 0 1 * star (V 0 1), fun i j => by
        linear_combination (-(U i j)) * hV0 + star (V 0 0) * hk i j 0 0
          + star (V 0 1) * hk i j 0 1⟩
    have f : ∀ k l, V' k l = c * V k l := fun k l => by
      linear_combination (-(V' k l - c * V k l)) * dU'
        + U' 1 1 * (V k l * e 0 0 - hk 0 0 k l)
        - U' 0 1 * (V k l * e 1 0 - hk 1 0 k l)
    -- the determinants leave only a sign
    have hc : c * c = 1 := by
      rw [e 0 0, e 1 1, e 0 1, e 1 0] at dU
      linear_combination dU - c ^ 2 * dU'
    rcases mul_self_eq_one_iff.mp hc with rfl | rfl
    · left
      constructor
      · ext i j
        linear_combination -(e i j)
      · ext i j
        linear_combination f i j
    · right
      constructor
      · ext i j
        change U' i j = -(U i j)
        linear_combination e i j
      · ext i j
        change V' i j = -(V i j)
        linear_combination f i j
  · rintro (⟨h1, h2⟩ | ⟨h1, h2⟩)
    · rw [h1, h2]
    · have hn : (-U) ⊗ₖ (-V) = U ⊗ₖ V := by
        ext p q
        simp [Matrix.kroneckerMap_apply]
      rw [h1, h2, inMagic, inMagic, hn]

end

end MagicBasis
```

```lean
#print axioms MagicBasis.inMagic_rotation_iff
#print axioms MagicBasis.su2_inMagic_rotation
#print axioms MagicBasis.su2_inMagic_two_to_one
```

```
'MagicBasis.inMagic_rotation_iff' depends on axioms: [propext, Classical.choice, Quot.sound]
'MagicBasis.su2_inMagic_rotation' depends on axioms: [propext, Classical.choice, Quot.sound]
'MagicBasis.su2_inMagic_two_to_one' depends on axioms: [propext, Classical.choice, Quot.sound]
```

**Q:** So you have $\mathrm{SU}(2)\times\mathrm{SU}(2)/\{\pm1\}\cong\mathrm{SO}(4)$?

**A:** Not from these theorems. They say that each pair gives a rotation and that two pairs share a rotation only through a common sign. The isomorphism needs in addition that products go to products and that every rotation in four dimensions comes from some pair.

**Q:** And what separates all this from two qubits in a laboratory?

**A:** The identification of the actual operation with $U\otimes V$ for exact unitaries. A residual coupling between the qubits, or noise from outside, can break that form, and the theorems then say nothing about the operation.

**Q:** Granted that form, what does it tell me about entanglement?

**A:** For a normalised pure state of two qubits that do not interact during the operation, a real orthogonal $W$ preserves the sum of the squares of the four magic-basis amplitudes. The modulus of that sum is the concurrence, so local gates leave this measure of entanglement unchanged.
